# The distance between two solutions of the same Bloch equations decays at least as fast as exp(−t/max(T₁, T₂))

Let \(m(t)\) and \(n(t)\) be two magnetisations that obey the Bloch equations with the same time-dependent field, the same equilibrium vector and the same relaxation times \(T_1, T_2 > 0\). Then for \(0 \le s \le t\)

\[
|m(t)-n(t)| \;\le\; e^{-(t-s)/\max(T_1,T_2)}\,|m(s)-n(s)| ,
\]

where \(|\cdot|\) is the Euclidean length. The rate \(1/\max(T_1,T_2)\) is the smaller of \(1/T_1\) and \(1/T_2\). The field does not enter the bound.

## Forgetting the initial state

A spin sample is driven by a sequence of pulses, and its magnetisation at the start is not known exactly. How long does the uncertainty survive? The field can turn transverse magnetisation into longitudinal and back, so an initial error is moved between a component that decays with \(T_2\) and one that decays with \(T_1\). The bound says that no driving can make the error outlive the slower of the two processes.

The equation of motion is

\[
m' = b(t)\times m - R\,(m-c), \qquad R=\mathrm{diag}(1/T_2,\,1/T_2,\,1/T_1).
\]

Here \(c\) is the magnetisation towards which the sample relaxes, usually along the third axis, though any fixed vector is allowed. The vector \(b\) is the angular velocity of precession. In the textbook form \(\gamma\, m\times B\), with gyromagnetic ratio \(\gamma\) and magnetic field \(B\), this means \(b=-\gamma B\).

For a single spin-1/2 with this phenomenological relaxation, \(m\) can be read as the Bloch vector of the density matrix. The trace distance of two states is half the distance of their Bloch vectors, so it obeys the same bound.

## What the theorem says

The main theorem is `separation_le`. Its objects correspond to the physics as follows.

- A magnetisation is a function `Fin 3 → ℝ`, with components numbered 0, 1, 2. Component 2 is the longitudinal one.
- `blochRate` is the right-hand side of the equation of motion, with `⨯₃` as the cross product.
- `IsBlochSolution T1 T2 c b m` says that `m` has this derivative at every \(t\ge 0\), one-sided at \(t=0\).
- `separation` is the Euclidean distance, written out by components because Mathlib's built-in norm on `Fin 3 → ℝ` is the largest absolute component.
- `dissipation` is a weighted sum of squared differences. Despite its name it is not an energy loss.

The hypotheses are positive relaxation times, two solutions with the same `c` and `b`, and \(0\le s\le t\). The field may be any function of time, and continuity is not assumed. However, the derivative must exist at every instant, and an abruptly switched field generally puts a kink in the trajectory, which the definition excludes. The theorem takes the two solutions as given and does not construct them.

Applying the theorem to a real sample assumes, among other things, that both trajectories feel the same field. With radiation damping the transverse magnetisation acts back on the field, so two different trajectories can generate two different fields.

## Derivation

Write \(d=m-n\). Subtracting the two equations removes \(c\):

\[
d' = b\times d - R\,d .
\]

The squared distance \(f=|d|^2\) therefore changes at the rate

\[
f' = 2\,d\cdot(b\times d) - 2\,d\cdot R\,d .
\]

The first term vanishes, since

\[
d_0(b_1d_2-b_2d_1)+d_1(b_2d_0-b_0d_2)+d_2(b_0d_1-b_1d_0)=0 .
\]

What remains is

\[
f'=-2D,\qquad D=\frac{d_0^2+d_1^2}{T_2}+\frac{d_2^2}{T_1}.
\]

Let \(T=\max(T_1,T_2)\). Replacing both denominators by \(T\) can only lower \(D\), so \(D\ge f/T\) and

\[
f'\le -\frac{2}{T}\,f .
\]

Multiply by an integrating factor:

\[
\frac{d}{du}\Big(e^{2u/T}f(u)\Big)=e^{2u/T}\Big(\frac{2}{T}f(u)+f'(u)\Big)\le 0 .
\]

The product does not increase, hence \(e^{2t/T}f(t)\le e^{2s/T}f(s)\), or \(f(t)\le e^{-2(t-s)/T}f(s)\). The square root halves the rate and gives the result.

## A case of equality

Let the field and the equilibrium lie along the longitudinal axis, \(b=(0,0,\beta(t))\) and \(c=(0,0,M)\), with any function \(\beta\). The magnetisation

\[
m(t)=(0,\,0,\,M+a\,e^{-t/T_1})
\]

feels no torque, and its last component satisfies \(m_2'=-(a/T_1)e^{-t/T_1}=-(m_2-M)/T_1\). It is a solution for every number \(a\). Two such solutions with amplitudes \(a\) and \(a'\) are a distance \(|a-a'|\,e^{-t/T_1}\) apart. If \(T_2\le T_1\), then \(\max(T_1,T_2)=T_1\) and the bound holds with equality.

## The estimate in a pulse-sequence simulation

A common way to integrate the Bloch equations splits each time step \(\Delta t\) into a rotation by the field and a relaxation towards equilibrium. For the difference of two runs, the rotation keeps the length. The relaxation then multiplies \(d_0\) and \(d_1\) by \(e^{-\Delta t/T_2}\) and \(d_2\) by \(e^{-\Delta t/T_1}\), so the length shrinks at least by the factor \(e^{-\Delta t/T}\). This is the derivation above in discrete form, and it also accommodates pulses treated as instantaneous rotations; the Lean theorem itself concerns solutions of the differential equation.

Take \(T_1=1\) s, \(T_2=0.1\) s and a sequence that repeats every 10 ms. The difference between two starting states has fallen to a thousandth or less once \(e^{-t/T_1}\le 10^{-3}\), that is after 6.91 s or 691 repetitions. Depending on the pulses, it may fall sooner.

## The Lean file

```lean
import Mathlib

open Matrix

namespace BlochContraction

noncomputable section

/-- Relaxation term of the Bloch equations: the transverse components decay at rate `1/T2`, the
longitudinal one at rate `1/T1`, for positive `T1` and `T2`. -/
def relaxation (T1 T2 : ℝ) (v : Fin 3 → ℝ) : Fin 3 → ℝ :=
  ![v 0 / T2, v 1 / T2, v 2 / T1]

/-- Rate of change of the magnetisation `v` in the field `b`: precession about `b` and relaxation
towards `c`, for positive `T1` and `T2`. -/
def blochRate (T1 T2 : ℝ) (c b v : Fin 3 → ℝ) : Fin 3 → ℝ :=
  b ⨯₃ v - relaxation T1 T2 (v - c)

/-- The trajectory `m` solves the Bloch equations in the time-dependent field `b` for all times
`t ≥ 0`, with a one-sided derivative at `t = 0`. The physical case has positive `T1` and `T2`. -/
def IsBlochSolution (T1 T2 : ℝ) (c : Fin 3 → ℝ) (b m : ℝ → Fin 3 → ℝ) : Prop :=
  ∀ t, 0 ≤ t → HasDerivWithinAt m (blochRate T1 T2 c (b t) (m t)) (Set.Ici 0) t

/-- Squared Euclidean distance of two magnetisations. -/
def sqDist (v w : Fin 3 → ℝ) : ℝ :=
  (v 0 - w 0) ^ 2 + (v 1 - w 1) ^ 2 + (v 2 - w 2) ^ 2

/-- Euclidean distance of two magnetisations. -/
def separation (v w : Fin 3 → ℝ) : ℝ := √(sqDist v w)

/-- The sum of the squared component differences of two magnetisations, each weighted with its
relaxation rate, for nonzero `T1` and `T2`. -/
def dissipation (T1 T2 : ℝ) (v w : Fin 3 → ℝ) : ℝ :=
  ((v 0 - w 0) ^ 2 + (v 1 - w 1) ^ 2) / T2 + (v 2 - w 2) ^ 2 / T1

variable {T1 T2 : ℝ} {c : Fin 3 → ℝ} {b m n : ℝ → Fin 3 → ℝ}

/-- The squared distance of two solutions with the same field, equilibrium vector and relaxation
times changes at minus twice the dissipation, in which the field does not appear. -/
theorem hasDeriv_sqDist (hm : IsBlochSolution T1 T2 c b m) (hn : IsBlochSolution T1 T2 c b n)
    (t : ℝ) (ht : 0 ≤ t) :
    HasDerivWithinAt (fun x => sqDist (m x) (n x)) (-2 * dissipation T1 T2 (m t) (n t))
      (Set.Ici 0) t := by
  have hsq : ∀ i, HasDerivWithinAt (fun x => (m x i - n x i) ^ 2)
      (2 * (m t i - n t i) *
        (blochRate T1 T2 c (b t) (m t) i - blochRate T1 T2 c (b t) (n t) i))
      (Set.Ici 0) t := by
    intro i
    have e := (hasDerivWithinAt_pi.mp (hm t ht) i).fun_sub (hasDerivWithinAt_pi.mp (hn t ht) i)
    exact (e.pow 2).congr_deriv (by norm_num)
  -- the precession terms cancel in the sum over components
  refine (((hsq 0).add (hsq 1)).add (hsq 2)).congr_deriv ?_
  simp [blochRate, relaxation, dissipation, cross_apply]
  ring

/-- For positive relaxation times the dissipation is at least the squared distance divided by
the longer time. -/
theorem sqDist_div_le_dissipation (h1 : 0 < T1) (h2 : 0 < T2) (v w : Fin 3 → ℝ) :
    sqDist v w / max T1 T2 ≤ dissipation T1 T2 v w := by
  have ha : 0 ≤ (v 0 - w 0) ^ 2 + (v 1 - w 1) ^ 2 := by positivity
  have hb : 0 ≤ (v 2 - w 2) ^ 2 := sq_nonneg _
  unfold sqDist dissipation
  exact (add_div _ _ _).trans_le (add_le_add
    (div_le_div_of_nonneg_left ha h2 (le_max_right _ _))
    (div_le_div_of_nonneg_left hb h1 (le_max_left _ _)))

/-- A quantity whose rate of change is at most `-k` times itself at all times `t ≥ 0` is bounded
by the exponential law with rate `k` between any two such times. -/
theorem decay_of_rate {f f' : ℝ → ℝ} {k s t : ℝ}
    (hf : ∀ u, 0 ≤ u → HasDerivWithinAt f (f' u) (Set.Ici 0) u)
    (h : ∀ u, 0 ≤ u → f' u ≤ -k * f u) (hs : 0 ≤ s) (hst : s ≤ t) :
    f t ≤ Real.exp (-k * (t - s)) * f s := by
  -- the integrating factor makes the product non-increasing
  have hg : ∀ u, 0 ≤ u → HasDerivWithinAt (fun x => Real.exp (k * x) * f x)
      (Real.exp (k * u) * (k * f u + f' u)) (Set.Ici 0) u := by
    intro u hu
    have h0 : HasDerivAt (fun x : ℝ => k * x) k u :=
      ((hasDerivAt_id' u).const_mul k).congr_deriv (mul_one k)
    exact (h0.exp.hasDerivWithinAt.fun_mul (hf u hu)).congr_deriv (by ring)
  have hanti : AntitoneOn (fun x => Real.exp (k * x) * f x) (Set.Ici 0) := by
    apply antitoneOn_of_deriv_nonpos (convex_Ici 0)
    · exact fun u hu => (hg u hu).continuousWithinAt
    · exact fun u hu =>
        ((hg u (interior_subset hu)).mono interior_subset).differentiableWithinAt
    · intro u hu
      rw [interior_Ici] at hu
      have hu' : (0 : ℝ) < u := hu
      rw [((hg u hu'.le).hasDerivAt (Ici_mem_nhds hu')).deriv]
      have h3 : 0 ≤ -(k * f u + f' u) := by linarith [h u hu'.le]
      nlinarith [mul_nonneg (Real.exp_pos (k * u)).le h3]
  have h1 : Real.exp (k * t) * f t ≤ Real.exp (k * s) * f s :=
    hanti (Set.mem_Ici.mpr hs) (Set.mem_Ici.mpr (hs.trans hst)) hst
  calc f t = Real.exp (-(k * t)) * (Real.exp (k * t) * f t) := by
        rw [← mul_assoc, ← Real.exp_add]; simp
    _ ≤ Real.exp (-(k * t)) * (Real.exp (k * s) * f s) :=
        mul_le_mul_of_nonneg_left h1 (Real.exp_pos _).le
    _ = Real.exp (-k * (t - s)) * f s := by
        rw [← mul_assoc, ← Real.exp_add]; congr 2; ring

/-- Taking the square root halves the rate of an exponential factor. -/
theorem sqrt_exp_mul (T u D : ℝ) :
    √(Real.exp (-(2 / T) * u) * D) = Real.exp (-u / T) * √D := by
  have e : Real.exp (-(2 / T) * u) = Real.exp (-u / T) ^ 2 := by
    rw [pow_two, ← Real.exp_add]; congr 1; ring
  rw [e, Real.sqrt_mul (sq_nonneg _), Real.sqrt_sq (Real.exp_pos _).le]

/-- For positive relaxation times, the distance of two solutions of the Bloch equations with the
same time-dependent field, equilibrium vector and relaxation times decays at least exponentially,
with the longer of the two relaxation times as time constant. -/
theorem separation_le (h1 : 0 < T1) (h2 : 0 < T2) (hm : IsBlochSolution T1 T2 c b m)
    (hn : IsBlochSolution T1 T2 c b n) {s t : ℝ} (hs : 0 ≤ s) (hst : s ≤ t) :
    separation (m t) (n t) ≤
      Real.exp (-(t - s) / max T1 T2) * separation (m s) (n s) := by
  have h := decay_of_rate (k := 2 / max T1 T2) (hasDeriv_sqDist hm hn) (fun u _ => by
    have hd := sqDist_div_le_dissipation h1 h2 (m u) (n u)
    calc -2 * dissipation T1 T2 (m u) (n u) ≤ -2 * (sqDist (m u) (n u) / max T1 T2) := by
          linarith
      _ = -(2 / max T1 T2) * sqDist (m u) (n u) := by ring) hs hst
  exact (Real.sqrt_le_sqrt h).trans_eq (sqrt_exp_mul _ _ _)

/-- Longitudinal magnetisation that starts at `M + a` and relaxes to `M` with time constant `T1`,
for positive `T1`. -/
def longitudinal (T1 M a t : ℝ) : Fin 3 → ℝ := ![0, 0, M + a * Real.exp (-t / T1)]

/-- The longitudinal magnetisation solves the Bloch equations in every time-dependent field
along the third axis, with equilibrium magnetisation `M` along that axis. -/
theorem longitudinal_isSolution (T1 T2 M a : ℝ) (β : ℝ → ℝ) :
    IsBlochSolution T1 T2 ![0, 0, M] (fun t => ![0, 0, β t]) (longitudinal T1 M a) := by
  intro t _
  have hr : blochRate T1 T2 ![0, 0, M] ![0, 0, β t] (longitudinal T1 M a t) =
      ![0, 0, -(a * Real.exp (-t / T1) / T1)] := by
    ext i
    fin_cases i <;> simp [blochRate, relaxation, longitudinal, cross_apply]
  have h0 : HasDerivAt (fun x : ℝ => -x / T1) (-1 / T1) t :=
    (hasDerivAt_id' t).fun_neg.div_const T1
  have he : HasDerivAt (fun x : ℝ => M + a * Real.exp (-x / T1))
      (-(a * Real.exp (-t / T1) / T1)) t :=
    ((h0.exp.const_mul a).const_add M).congr_deriv (by ring)
  rw [hr]
  refine hasDerivWithinAt_pi.mpr fun i => ?_
  fin_cases i
  · exact hasDerivWithinAt_const t (Set.Ici 0) (0 : ℝ)
  · exact hasDerivWithinAt_const t (Set.Ici 0) (0 : ℝ)
  · exact he.hasDerivWithinAt

/-- If `T2 ≤ T1`, the distance of two longitudinal magnetisations with the same `M` equals its
initial value times the exponential factor with the longer relaxation time. -/
theorem longitudinal_sharp (h : T2 ≤ T1) (M a a' t : ℝ) :
    separation (longitudinal T1 M a t) (longitudinal T1 M a' t) =
      Real.exp (-t / max T1 T2) *
        separation (longitudinal T1 M a 0) (longitudinal T1 M a' 0) := by
  have key : ∀ u, separation (longitudinal T1 M a u) (longitudinal T1 M a' u) =
      Real.exp (-u / T1) * |a - a'| := by
    intro u
    have e : sqDist (longitudinal T1 M a u) (longitudinal T1 M a' u) =
        (Real.exp (-u / T1) * (a - a')) ^ 2 := by
      change (0 - 0 : ℝ) ^ 2 + (0 - 0) ^ 2 +
        (M + a * Real.exp (-u / T1) - (M + a' * Real.exp (-u / T1))) ^ 2 = _
      ring
    rw [separation, e, Real.sqrt_sq_eq_abs, abs_mul, abs_of_pos (Real.exp_pos _)]
  rw [key, key, max_eq_left h]
  simp

end

end BlochContraction
```

```lean
#print axioms BlochContraction.separation_le
#print axioms BlochContraction.longitudinal_isSolution
#print axioms BlochContraction.longitudinal_sharp
```

```
'BlochContraction.separation_le' depends on axioms: [propext, Classical.choice, Quot.sound]
'BlochContraction.longitudinal_isSolution' depends on axioms: [propext, Classical.choice, Quot.sound]
'BlochContraction.longitudinal_sharp' depends on axioms: [propext, Classical.choice, Quot.sound]
```

## From the squared distance to the bound

`hasDeriv_sqDist` is the identity \(f'=-2D\). The derivative of a vector-valued function is taken component by component with `hasDerivWithinAt_pi`, and `hsq` differentiates each squared difference. After the three are added, `simp` writes out the cross product and the relaxation term, and `ring` confirms that the terms with \(b\) and \(c\) cancel.

`sqDist_div_le_dissipation` is \(f/T\le D\). The fraction is split into its transverse and longitudinal parts, and in each part the denominator \(T\) is compared with the smaller or equal \(T_2\) or \(T_1\). This comparison uses the positivity of the relaxation times.

`decay_of_rate` is the integrating-factor argument for a general function and a constant \(k\) of either sign. The statement `hg` is the product rule. Mathlib's criterion `antitoneOn_of_deriv_nonpos` then shows that the product does not increase on the half-line; it asks for continuity everywhere but for the sign of the derivative only at interior points, so the one-sided derivative at \(t=0\) causes no difficulty. The final `calc` multiplies by \(e^{-kt}\) to isolate \(f(t)\).

`separation_le` puts these together with \(k=2/T\). Its inner `calc` turns \(D\ge f/T\) into \(f'\le-kf\). The square root preserves the inequality, and `sqrt_exp_mul` takes the exponential factor out of the root by writing it as a square.

## The longitudinal solutions in Lean

`longitudinal_isSolution` first computes the right-hand side of the Bloch equations for the explicit magnetisation, one component at a time; this is `hr`. It then differentiates the exponential in `he` and matches the two. The first two components are constant zero.

In `longitudinal_sharp`, the auxiliary statement `key` gives the distance at any time \(u\) as \(e^{-u/T_1}|a-a'|\). Using it at \(u=t\) and \(u=0\), and replacing the maximum by \(T_1\), yields the equality.
